# An orbital paramagnetic term alone never raises the ground energy of a real one-electron Hamiltonian

Suppose a one-electron calculation in a magnetic field leaves out the diamagnetic integrals, and the ground energy drops as the field is switched on. Without the bound below, the drop may be read as evidence that the molecule is paramagnetic. It is no such evidence: for real symmetric field-free integrals and real antisymmetric paramagnetic integrals, the energy can only fall or stay the same.

Write $M(t)=H+itA$, where $H$ and $A$ are real $n\times n$ matrices with $H^T=H$, $A^T=-A$ and $n\ge1$, and let $E(t)$ be its lowest eigenvalue. The result is
$$E(-t)=E(t)\le E(0)\quad\text{for all real }t,$$
with strict inequality for $t\neq0$ if some zero-field ground vector $v$ has $Av\ne0$.

In atomic units, with the field $B$ along $z$ and real orbitals $\chi_i$, one has $t=B/2$ and $A_{ij}=-\langle\chi_i|x\partial_y-y\partial_x|\chi_j\rangle$, so that $iA$ represents $L_z$. The model is a single spinless electron in a finite, orthonormal, field-independent basis. For Gaussians with overlap matrix $S$, a calculation can first replace $H$ and $A$ by $S^{-1/2}HS^{-1/2}$ and $S^{-1/2}AS^{-1/2}$, which keep their symmetries. It then diagonalises a complex Hermitian matrix at each field. London orbitals, whose overlap depends on the field, do not fit this form.

```lean
import Mathlib

open Matrix
open scoped ComplexOrder

namespace ParamagneticGroundEnergy

noncomputable section

variable {n : Type*} [Fintype n] [DecidableEq n]
```

A level is a real number with a nonzero, not necessarily normalised, eigenvector.

```lean
/-- The real number `e` is an energy level of `M`: some nonzero vector satisfies `M v = e v`. -/
def IsLevel (M : Matrix n n ℂ) (e : ℝ) : Prop :=
  ∃ v : n → ℂ, v ≠ 0 ∧ M *ᵥ v = (e : ℂ) • v
```

The ground energy is defined as the infimum of the levels.

```lean
/-- The ground energy, the infimum of the energy levels; it is meant for Hermitian matrices of
positive size, although the definition accepts any square matrix. -/
def groundEnergy (M : Matrix n n ℂ) : ℝ := sInf {e : ℝ | IsLevel M e}
```

In `fieldHamiltonian`, `H.map Complex.ofReal` is the real matrix read as a complex one.

```lean
/-- The one-electron Hamiltonian `H + i t A` with field strength `t`, field-free integrals `H`
and paramagnetic integrals `i A`, without a diamagnetic term. -/
def fieldHamiltonian (H A : Matrix n n ℝ) (t : ℝ) : Matrix n n ℂ :=
  H.map Complex.ofReal + (Complex.I * (t : ℂ)) • A.map Complex.ofReal
```

## At least one orbital

The hypothesis `[Nonempty n]` says that the basis contains an orbital. By hand it enters when one speaks of "the lowest eigenvalue": the levels are the real roots of $\det(e-M)=0$, a polynomial equation of degree $n$, so there are finitely many, and a Hermitian matrix with $n\ge1$ has at least one.

```lean
/-- The energy levels are the real roots of the secular determinant. -/
theorem isLevel_iff_det (M : Matrix n n ℂ) (e : ℝ) :
    IsLevel M e ↔ ((e : ℂ) • (1 : Matrix n n ℂ) - M).det = 0 := by
  rw [← Matrix.exists_mulVec_eq_zero_iff]
  refine exists_congr fun v => and_congr_right fun _ => ?_
  rw [Matrix.sub_mulVec, Matrix.smul_mulVec, Matrix.one_mulVec, sub_eq_zero]
  exact eq_comm
```

The next lemma takes the eigenvalues and eigenvectors from Mathlib's spectral theorem and shows that they are levels in the sense above.

```lean
lemma isLevel_eigenvalues {M : Matrix n n ℂ} (hM : M.IsHermitian) (i : n) :
    IsLevel M (hM.eigenvalues i) := by
  refine ⟨(hM.eigenvectorBasis i).ofLp, fun h => ?_, ?_⟩
  · exact hM.eigenvectorBasis.orthonormal.ne_zero i (PiLp.ext fun j => congrFun h j)
  · exact (hM.mulVec_eigenvectorBasis i).trans (by ext j; simp)
```

In the proof of `groundEnergy_isLeast`, `hfin` is the finiteness of the roots and `hne` supplies one level, by picking an arbitrary index. A nonempty finite set contains its infimum. With no orbitals there would be no level, and Lean's infimum of the empty set, $0$, would not be an energy of anything.

```lean
/-- A Hermitian matrix of positive size has a lowest energy level, and it is the ground energy. -/
theorem groundEnergy_isLeast [Nonempty n] {M : Matrix n n ℂ} (hM : M.IsHermitian) :
    IsLeast {e : ℝ | IsLevel M e} (groundEnergy M) := by
  -- the levels are among the finitely many roots of the characteristic polynomial
  have hfin : {e : ℝ | IsLevel M e}.Finite := by
    refine (M.charpoly.roots.toFinset.finite_toSet.preimage
      (Complex.ofReal_injective.injOn)).subset fun e he => ?_
    have hroot : M.charpoly.eval (e : ℂ) = 0 := by
      rw [Matrix.eval_charpoly, Matrix.scalar_apply, ← Matrix.smul_one_eq_diagonal]
      exact (isLevel_iff_det M e).1 he
    simpa [Polynomial.mem_roots M.charpoly_monic.ne_zero] using hroot
  have hne : {e : ℝ | IsLevel M e}.Nonempty :=
    ⟨_, isLevel_eigenvalues hM (Classical.arbitrary n)⟩
  exact ⟨hne.csInf_mem hfin, fun e he => csInf_le hfin.bddBelow he⟩
```

## Symmetric $H$ and antisymmetric $A$

Together these conditions make the Hamiltonian Hermitian, so that energies are real and the variational principle holds. Expanding $v=\sum_k c_ku_k$ in orthonormal eigenvectors of a Hermitian $M$ with eigenvalues $\varepsilon_k$ and lowest eigenvalue $E$ gives
$$v^\dagger(M-E)v=\sum_k(\varepsilon_k-E)|c_k|^2\ge0 .$$
If the sum vanishes, only terms with $\varepsilon_k=E$ survive, and $Mv=Ev$.

The proof states the inequality as positive semidefiniteness. It shows that each eigenvalue of the shifted matrix, plus $E$, is a level of $M$, and hence at least $E$.

```lean
/-- Variational principle: for a Hermitian matrix of positive size, the Hamiltonian minus its
ground energy is positive semidefinite. -/
theorem posSemidef_sub_groundEnergy [Nonempty n] {M : Matrix n n ℂ} (hM : M.IsHermitian) :
    (M - (groundEnergy M : ℂ) • (1 : Matrix n n ℂ)).PosSemidef := by
  have hN : (M - (groundEnergy M : ℂ) • (1 : Matrix n n ℂ)).IsHermitian :=
    hM.sub (by simp [Matrix.IsHermitian, Matrix.conjTranspose_smul])
  rw [hN.posSemidef_iff_eigenvalues_nonneg]
  intro i
  -- a level of the shifted matrix is a shifted level of `M`
  obtain ⟨v, hv, h⟩ := isLevel_eigenvalues hN i
  have hl : IsLevel M (hN.eigenvalues i + groundEnergy M) := by
    refine ⟨v, hv, ?_⟩
    rw [Matrix.sub_mulVec, Matrix.smul_mulVec, Matrix.one_mulVec] at h
    rw [Complex.ofReal_add, add_smul]
    exact sub_eq_iff_eq_add.1 h
  have hle := (groundEnergy_isLeast hM).2 hl
  show (0 : ℝ) ≤ hN.eigenvalues i
  linarith
```

Hermiticity of $M(t)$ is the entrywise identity $\overline{M_{ji}}=H_{ji}-itA_{ji}=H_{ij}+itA_{ij}=M_{ij}$.

```lean
omit [Fintype n] [DecidableEq n] in
lemma fieldHamiltonian_isHermitian {H A : Matrix n n ℝ} (hH : H.IsSymm) (hA : Aᵀ = -A)
    (t : ℝ) : (fieldHamiltonian H A t).IsHermitian := by
  refine Matrix.IsHermitian.ext fun i j => ?_
  have h1 : H j i = H i j := hH.apply i j
  have h2 : A j i = -A i j := congrFun (congrFun hA i) j
  simp [fieldHamiltonian, h1, h2]
```

If $A$ is not antisymmetric, the bound can fail: for $H=\mathrm{diag}(0,1)$ and $A=\mathrm{diag}(1,0)$ the eigenvalues are $it$ and $1$, so the lowest real level jumps from $0$ to $1$ when $t\neq0$. If $H$ is not symmetric, real levels can disappear: $H=\begin{pmatrix}0&1\\4&0\end{pmatrix}$ with $A=\begin{pmatrix}0&-1\\1&0\end{pmatrix}$ has levels $\pm2$ at $t=0$ and none at $t\ne0$, where $e^2=4+t^2-3it$.

## Real integrals

Real $H$ and $A$ express time-reversal symmetry: no field is present at $t=0$, and the perturbation changes sign under complex conjugation. In Lean this hypothesis sits in the type `Matrix n n ℝ`. By hand, $\overline{M(t)}=M(-t)$, so conjugating $M(t)v=ev$ with real $e$ gives $M(-t)\bar v=e\bar v$. The levels at $t$ and $-t$ coincide.

The proof does the same with `star v`; `hF` is the conjugation of the matrix entries. Symmetry of the matrices is not needed here.

```lean
omit [DecidableEq n] in
/-- Time reversal: for real `H` and `A`, reversing the field leaves all real energy levels
unchanged. -/
theorem isLevel_neg_field (H A : Matrix n n ℝ) (t e : ℝ) :
    IsLevel (fieldHamiltonian H A (-t)) e ↔ IsLevel (fieldHamiltonian H A t) e := by
  have key : ∀ s : ℝ, IsLevel (fieldHamiltonian H A s) e →
      IsLevel (fieldHamiltonian H A (-s)) e := by
    rintro s ⟨v, hv, h⟩
    -- the complex conjugate orbital solves the problem with reversed field
    refine ⟨star v, by simpa using hv, ?_⟩
    ext i
    have hF : ∀ j, fieldHamiltonian H A (-s) i j = star (fieldHamiltonian H A s i j) := by
      intro j
      simp [fieldHamiltonian]
    have hi := congrArg star (congrFun h i)
    simp only [Matrix.mulVec, dotProduct, Pi.smul_apply, smul_eq_mul, star_sum, star_mul'] at hi
    simp only [Matrix.mulVec, dotProduct, hF, Pi.star_apply, Pi.smul_apply, smul_eq_mul]
    simpa only [Complex.star_def, Complex.conj_ofReal] using hi
  exact ⟨fun h => by simpa using key (-t) h, key t⟩
```

Equal sets of levels have equal infima, hence $E(-t)=E(t)$.

```lean
omit [DecidableEq n] in
lemma groundEnergy_neg_field (H A : Matrix n n ℝ) (t : ℝ) :
    groundEnergy (fieldHamiltonian H A (-t)) = groundEnergy (fieldHamiltonian H A t) := by
  simp only [groundEnergy, isLevel_neg_field]
```

If $H$ may be complex Hermitian, a field can already be present at $t=0$. With $A=\begin{pmatrix}0&-1\\1&0\end{pmatrix}$ and $H=iA$, one finds $E(t)=-|1+t|$, which rises from $-1$ to $0$ as $t$ goes from $0$ to $-1$. The averaging argument below still gives a neighbouring result for any Hermitian $H$ and $K$: the lowest eigenvalue $F(t)$ of $H+tK$ satisfies $\tfrac12[F(t)+F(-t)]\le F(0)$. Time reversal is what turns this statement about an average into one about each field.

## No diamagnetic term

The Hamiltonian is linear in $t$, so $M(t)+M(-t)=2M(0)$. If $M(0)v=ev$, then for every real $c$
$$v^\dagger(M(t)-c)v+v^\dagger(M(-t)-c)v=2(e-c)\,v^\dagger v .$$

In the theorem below, `star v ⬝ᵥ v` is $v^\dagger v$, and `hs` is the matrix identity.

```lean
/-- In a zero-field eigenvector of energy `e`, the unnormalised expectation values of the
Hamiltonians at fields `t` and `-t`, both measured from `c`, add up to `2 (e - c)` times the squared
norm. -/
theorem expectation_add_reversed (H A : Matrix n n ℝ) (t e c : ℝ) {v : n → ℂ}
    (hv : fieldHamiltonian H A 0 *ᵥ v = (e : ℂ) • v) :
    star v ⬝ᵥ ((fieldHamiltonian H A t - (c : ℂ) • (1 : Matrix n n ℂ)) *ᵥ v)
      + star v ⬝ᵥ ((fieldHamiltonian H A (-t) - (c : ℂ) • (1 : Matrix n n ℂ)) *ᵥ v)
      = ((2 * (e - c) : ℝ) : ℂ) * (star v ⬝ᵥ v) := by
  have hs : (fieldHamiltonian H A t - (c : ℂ) • (1 : Matrix n n ℂ))
      + (fieldHamiltonian H A (-t) - (c : ℂ) • (1 : Matrix n n ℂ))
      = (2 : ℂ) • (fieldHamiltonian H A 0 - (c : ℂ) • (1 : Matrix n n ℂ)) := by
    ext i j
    simp only [fieldHamiltonian, Matrix.add_apply, Matrix.sub_apply, Matrix.smul_apply,
      Matrix.map_apply, smul_eq_mul]
    push_cast
    ring
  rw [← dotProduct_add, ← Matrix.add_mulVec, hs, Matrix.smul_mulVec, Matrix.sub_mulVec,
    Matrix.smul_mulVec, Matrix.one_mulVec, hv, ← sub_smul, dotProduct_smul, dotProduct_smul,
    smul_eq_mul, smul_eq_mul]
  push_cast
  ring
```

Now take $v\ne0$ with $e=E(0)$, and set $c=E(t)=E(-t)$. Both terms on the left are nonnegative by the variational principle, so $2(E(0)-E(t))\,v^\dagger v\ge0$. Dividing by $v^\dagger v>0$ gives $E(t)\le E(0)$.

In the proof, `hp` and `hq` are the two nonnegative terms, `hsum` is their sum after the identity has been inserted, and `hnorm` is the positive squared norm. The inequalities are first between complex numbers, where $0\le z$ means that $z$ is real and nonnegative; taking real parts gives the ordinary ones.

```lean
/-- For real symmetric `H` and real antisymmetric `A` of positive size, the ground energy of
`H + i t A` is even in the field `t` and never lies above its zero-field value. -/
theorem groundEnergy_even_and_le [Nonempty n] {H A : Matrix n n ℝ} (hH : H.IsSymm)
    (hA : Aᵀ = -A) (t : ℝ) :
    groundEnergy (fieldHamiltonian H A (-t)) = groundEnergy (fieldHamiltonian H A t) ∧
      groundEnergy (fieldHamiltonian H A t) ≤ groundEnergy (fieldHamiltonian H A 0) := by
  refine ⟨groundEnergy_neg_field H A t, ?_⟩
  obtain ⟨v, hv0, hv⟩ := (groundEnergy_isLeast (fieldHamiltonian_isHermitian hH hA 0)).1
  -- the zero-field ground vector is a trial vector for both field directions
  have hp := (posSemidef_sub_groundEnergy
    (fieldHamiltonian_isHermitian hH hA t)).dotProduct_mulVec_nonneg v
  have hq := (posSemidef_sub_groundEnergy
    (fieldHamiltonian_isHermitian hH hA (-t))).dotProduct_mulVec_nonneg v
  rw [groundEnergy_neg_field] at hq
  have hsum := add_nonneg hp hq
  rw [expectation_add_reversed H A t _ _ hv] at hsum
  have hre := (Complex.le_def.1 hsum).1
  rw [Complex.re_ofReal_mul, Complex.zero_re] at hre
  have hpos : 0 < star v ⬝ᵥ v :=
    lt_of_le_of_ne (dotProduct_star_self_nonneg v)
      (fun h => hv0 (dotProduct_star_self_eq_zero.1 h.symm))
  have hnorm := (Complex.lt_def.1 hpos).1
  rw [Complex.zero_re] at hnorm
  have := nonneg_of_mul_nonneg_left hre hnorm
  linarith
```

With a diamagnetic term $t^2D$, where $D$ holds the integrals of $(x^2+y^2)/2$, the sum acquires a positive contribution and the bound can fail. A single orbital of energy $h$ has $A=0$ and $E(t)=h+t^2D_{11}$, which rises.

## A ground vector on which $A$ acts, and a nonzero field

The strict inequality assumes $t\ne0$ and a zero-field ground vector $v$ with $Av\neq0$: the paramagnetic term does not annihilate that state. Suppose $E(t)=E(0)$ nevertheless. The two nonnegative terms then add up to zero, so each vanishes, and the equality case of the variational principle gives $M(t)v=E(0)v$. Subtracting $M(0)v=E(0)v$ leaves $itAv=0$, hence $Av=0$, a contradiction.

In Lean, `hp0` is the vanishing expectation value, `h0` the resulting eigenvector equation, and `hsplit` separates off the field term. The hypothesis `hAv` also ensures that `v` is nonzero.

```lean
/-- For real symmetric `H` and real antisymmetric `A`, if `A` does not annihilate some zero-field
ground vector, every nonzero field strictly lowers the ground energy. -/
theorem groundEnergy_lt [Nonempty n] {H A : Matrix n n ℝ} (hH : H.IsSymm) (hA : Aᵀ = -A)
    {t : ℝ} (ht : t ≠ 0) {v : n → ℂ}
    (hv : fieldHamiltonian H A 0 *ᵥ v = (groundEnergy (fieldHamiltonian H A 0) : ℂ) • v)
    (hAv : A.map Complex.ofReal *ᵥ v ≠ 0) :
    groundEnergy (fieldHamiltonian H A t) < groundEnergy (fieldHamiltonian H A 0) := by
  refine lt_of_le_of_ne (groundEnergy_even_and_le hH hA t).2 fun h => hAv ?_
  have P := posSemidef_sub_groundEnergy (fieldHamiltonian_isHermitian hH hA t)
  have hq := (posSemidef_sub_groundEnergy
    (fieldHamiltonian_isHermitian hH hA (-t))).dotProduct_mulVec_nonneg v
  rw [groundEnergy_neg_field] at hq
  have hsum := expectation_add_reversed H A t _ (groundEnergy (fieldHamiltonian H A t)) hv
  rw [← h, sub_self, mul_zero, Complex.ofReal_zero, zero_mul] at hsum
  -- two nonnegative expectation values with sum zero both vanish
  have hp0 := ((add_eq_zero_iff_of_nonneg (P.dotProduct_mulVec_nonneg v) hq).1 hsum).1
  have h0 := (P.dotProduct_mulVec_zero_iff v).1 hp0
  have hsplit : fieldHamiltonian H A t
      = fieldHamiltonian H A 0 + (Complex.I * (t : ℂ)) • A.map Complex.ofReal := by
    simp [fieldHamiltonian]
  rw [h, hsplit] at h0
  simp only [Matrix.add_mulVec, Matrix.sub_mulVec, Matrix.smul_mulVec, Matrix.one_mulVec, hv,
    add_sub_cancel_left] at h0
  exact (smul_eq_zero.1 h0).resolve_left
    (mul_ne_zero Complex.I_ne_zero (Complex.ofReal_ne_zero.2 ht))
```

If $A$ annihilates every zero-field ground vector, the energy may stay constant over a range of fields. An $s$ orbital at energy $0$, uncoupled from two $p$ orbitals at $\Delta>0$ that are coupled to each other by $m$, has $E(t)=\min(0,\Delta-|mt|)$.

## Two orbitals and a displaced gauge origin

For orbital energies $0$ and $\Delta$ and a paramagnetic integral $m$, the secular equation is $e(e-\Delta)-m^2t^2=0$, with lower root
$$E(t)=\tfrac12\left(\Delta-\sqrt{\Delta^2+4m^2t^2}\right).$$

The proof derives this equation as `hsec` and checks that the stated value solves it. Any other level satisfies $(\Delta-2e)^2=\Delta^2+4m^2t^2$, so $\Delta-2e$ is at most the square root and $e$ is at least the stated value.

```lean
/-- Two orbitals with energies `0` and `Δ`, coupled by the paramagnetic integral `m`, have the
ground energy `(Δ - √(Δ² + 4 m² t²)) / 2` in the field `t`. -/
theorem groundEnergy_two_orbitals (Δ m t : ℝ) :
    groundEnergy (fieldHamiltonian !![0, 0; 0, Δ] !![0, -m; m, 0] t)
      = (Δ - √(Δ ^ 2 + 4 * m ^ 2 * t ^ 2)) / 2 := by
  -- the secular equation is quadratic
  have hsec : ∀ e : ℝ, IsLevel (fieldHamiltonian !![0, 0; 0, Δ] !![0, -m; m, 0] t) e ↔
      e * (e - Δ) - (m * t) ^ 2 = 0 := by
    intro e
    have hmat : (e : ℂ) • (1 : Matrix (Fin 2) (Fin 2) ℂ)
        - fieldHamiltonian !![0, 0; 0, Δ] !![0, -m; m, 0] t
        = !![(e : ℂ), Complex.I * t * m; -(Complex.I * t * m), (e : ℂ) - Δ] := by
      ext i j
      fin_cases i <;> fin_cases j <;> simp [fieldHamiltonian]
    have hdet : (!![(e : ℂ), Complex.I * t * m; -(Complex.I * t * m), (e : ℂ) - Δ]).det
        = ((e * (e - Δ) - (m * t) ^ 2 : ℝ) : ℂ) := by
      rw [Matrix.det_fin_two_of]
      push_cast
      linear_combination ((m : ℂ) * t) ^ 2 * Complex.I_sq
    rw [isLevel_iff_det, hmat, hdet, Complex.ofReal_eq_zero]
  have hr : √(Δ ^ 2 + 4 * m ^ 2 * t ^ 2) ^ 2 = Δ ^ 2 + 4 * m ^ 2 * t ^ 2 :=
    Real.sq_sqrt (by positivity)
  refine IsLeast.csInf_eq ⟨(hsec _).2 (by linear_combination hr / 4), fun e he => ?_⟩
  have hq := (hsec e).1 he
  have hb : |Δ - 2 * e| ≤ √(Δ ^ 2 + 4 * m ^ 2 * t ^ 2) :=
    Real.abs_le_sqrt (by linarith)
  have := le_abs_self (Δ - 2 * e)
  linarith

end

end ParamagneticGroundEnergy
```

This is the matrix for a hydrogen atom with one $s$ and one $p_y$ Gaussian on the nucleus, $p_y$ lying higher by $\Delta$, when the gauge origin is displaced along $x$. The integral $m$ is then proportional to the displacement. Without the diamagnetic integrals the computed energy falls by about $m^2t^2/\Delta$ at weak field, an amount that grows as the square of the displacement and vanishes when the origin is on the nucleus. The fall is an artefact of the choice of origin.

```lean
#print axioms ParamagneticGroundEnergy.groundEnergy_lt
#print axioms ParamagneticGroundEnergy.groundEnergy_two_orbitals
```

```
'ParamagneticGroundEnergy.groundEnergy_lt' depends on axioms: [propext, Classical.choice, Quot.sound]
'ParamagneticGroundEnergy.groundEnergy_two_orbitals' depends on axioms: [propext, Classical.choice, Quot.sound]
```
